# A first-order multiplet from spin-1/2 neighbours determines its positive couplings up to order

## From a fitted multiplet to its couplings

Once a set of positive couplings reproduces every line of a first-order multiplet, in position and intensity, the fitted values are reported as the couplings. This step needs there to be no second positive set with the same lines.

Take a spin weakly coupled to \(n\) spin-1/2 neighbours, with coupling constants \(J_1,\dots,J_n\). If every pair of neighbours is either weakly coupled to each other or magnetically equivalent, the spin has lines at

\[
x=\sum_{k=1}^n \pm\frac{J_k}{2}
\]

relative to the centre, one for each of the \(2^n\) sign choices. Coinciding lines add to the intensity. Changing the sign of a coupling leaves the lines unchanged, so a positive \(J_k\) stands for the magnitude of the coupling. The argument below shows that such a multiplet fixes nonzero couplings up to sign and order.

## Finding the largest coupling and removing it

Let \(S\) be a collection of positive couplings and \(L(S)\) its lines, with repetitions. With no couplings there is one line, at 0. An extra coupling \(a\) replaces each line \(x\) by \(x\pm a/2\), and

\[
\cos\big((x+\tfrac a2)t\big)+\cos\big((x-\tfrac a2)t\big)=2\cos\tfrac{at}{2}\,\cos xt .
\]

With positions and couplings expressed as angular frequencies and \(t\) the time, repeating this for every coupling gives the time signal

\[
\sum_{x\in L(S)}\cos xt=\prod_{J\in S}2\cos\frac{Jt}{2}.
\]

Suppose \(L(S)=L(T)\), with \(T\) also positive. For \(J\in S\) the signal vanishes at \(t=\pi/J\), so some \(K\in T\) has \(\cos(\pi K/2J)=0\). If \(K<J\), the angle would lie between 0 and \(\pi/2\), where the cosine is positive. Hence \(K\ge J\). The same holds with \(S\) and \(T\) exchanged, so the largest couplings agree, and if one collection is empty, so is the other.

Call the common largest coupling \(a\), and let \(A(x)\) and \(B(x)\) count the lines at \(x\) before this splitting. Counting split lines at \(x+a/2\) gives

\[
A(x)+A(x+a)=B(x)+B(x+a).
\]

Far enough up the ladder \(x,x+a,x+2a,\dots\) both counts are zero. Descending step by step gives \(A(x)=B(x)\). The remaining couplings therefore have equal multiplets, and the argument repeats until none are left. Conversely, reordering the couplings does not change the lines.

## The couplings 1, 1, 3 recovered from their lines

The positions \(-\tfrac52,-\tfrac32,-\tfrac12,\tfrac12,\tfrac32,\tfrac52\) with intensities \(1,2,1,1,2,1\) have signal \(8\cos^2(t/2)\cos(3t/2)\). Its first positive zero is \(t=\pi/3\), so the largest coupling is 3. Undoing that splitting leaves \(-1,0,1\) with intensities \(1,2,1\), the triplet of two couplings 1.

The couplings 1, 2, 2 give the same six positions, but intensities \(1,1,2,2,1,1\). Positions alone therefore do not suffice.

Nor is it enough that one list is positive and the other merely nonzero: the single couplings \(1\) and \(-1\) both give lines at \(\pm\tfrac12\).

## What the Lean statement says

In `firstOrderLines_eq_iff`, `J : Fin n → ℝ` and `K : Fin m → ℝ` are two lists of couplings, all positive by `hJ` and `hK`. The numbers of neighbours may differ at the outset; their equality follows. A configuration is a function `Fin n → Bool`, with `true` meaning \(+J_k/2\). The `Multiset ℝ` of lines keeps repetitions, which are the intensities, and `Perm` means equality up to reordering.

Intensities are counts with total \(2^n\). For positive couplings the outermost line has count 1, which sets the scale for relative intensities. The step left to the spectroscopist is to identify a measured spectrum, with its linewidths and possible strong-coupling distortions, with this exact list.

```lean
import Mathlib

open Finset

namespace MultipletDeterminesCouplings

noncomputable section

/-- The first-order lines of a spin coupled to `n` spin-1/2 neighbours, relative to the
centre: one position `∑ ± J k / 2` for each spin configuration, kept with multiplicity. -/
def firstOrderLines {n : ℕ} (J : Fin n → ℝ) : Multiset ℝ :=
  (univ : Finset (Fin n → Bool)).val.map
    fun σ => ∑ k, if σ k then J k / 2 else -(J k / 2)

/-- The lines of an unordered collection of couplings: the neighbours are distributed in all
ways over up and down, and the position is half the difference of the two coupling sums. -/
def multiplet (s : Multiset ℝ) : Multiset ℝ :=
  s.antidiagonal.map fun p => (p.1.sum - p.2.sum) / 2

/-- One more coupling `a` splits every line into a doublet at distances `± a / 2`. -/
theorem multiplet_cons (a : ℝ) (s : Multiset ℝ) :
    multiplet (a ::ₘ s) =
      (multiplet s).map (fun x => x + a / 2) + (multiplet s).map (fun x => x - a / 2) := by
  simp only [multiplet, Multiset.antidiagonal_cons, Multiset.map_add, Multiset.map_map]
  refine (add_comm _ _).trans ?_
  congr 1 <;> exact Multiset.map_congr rfl fun p _ => by
    simp only [Function.comp_apply, Prod.map_fst, Prod.map_snd, id_eq, Multiset.sum_cons]
    ring

/-- The sum over spin configurations and the repeated doublet splitting give the same lines. -/
theorem firstOrderLines_eq_multiplet {n : ℕ} (J : Fin n → ℝ) :
    firstOrderLines J = multiplet (List.ofFn J : Multiset ℝ) := by
  have hsum : ∀ {α : Type} [Fintype α] (f : α → ℝ),
      (univ : Finset α).val.map f = ∑ a, ({f a} : Multiset ℝ) := fun f =>
    (Multiset.sum_map_singleton _).symm.trans (by rw [Multiset.map_map]; rfl)
  induction n with
  | zero => simp [firstOrderLines, multiplet]
  | succ n ih =>
    rw [List.ofFn_succ, ← Multiset.cons_coe, multiplet_cons, ← ih]
    simp only [firstOrderLines, Multiset.map_map]
    simp only [hsum]
    -- separate the first neighbour from the others
    rw [← (Fin.consEquiv (fun _ : Fin (n + 1) => Bool)).sum_comp, Fintype.sum_prod_type,
      Fintype.sum_bool]
    congr 1 <;> refine Finset.sum_congr rfl fun σ _ => ?_ <;>
      simp [Fin.consEquiv, Fin.sum_univ_succ, add_comm, sub_eq_add_neg]

/-- The time signal of the multiplet, the sum of `cos (x t)` over its lines `x`, is a product
with one factor `2 cos (J t / 2)` for each coupling `J`. -/
theorem signal_eq_prod (s : Multiset ℝ) (t : ℝ) :
    ((multiplet s).map fun x => Real.cos (x * t)).sum =
      (s.map fun J => 2 * Real.cos (J / 2 * t)).prod := by
  induction s using Multiset.induction_on with
  | empty => simp [multiplet]
  | cons a s ih =>
    rw [multiplet_cons, Multiset.map_add, Multiset.sum_add, Multiset.map_map,
      Multiset.map_map, Multiset.map_cons, Multiset.prod_cons, ← ih,
      ← Multiset.sum_map_add, ← Multiset.sum_map_mul_left]
    congr 1
    refine Multiset.map_congr rfl fun x _ => ?_
    simp only [Function.comp_apply]
    rw [add_mul, sub_mul, Real.cos_add, Real.cos_sub]
    ring

/-- If two collections of couplings have the same lines and all couplings of the second are
positive, then each positive coupling of the first is matched or exceeded by one of the second. -/
theorem exists_coupling_ge {s t : Multiset ℝ} (ht : ∀ K ∈ t, 0 < K)
    (h : multiplet s = multiplet t) {J : ℝ} (hJ : J ∈ s) (hJ0 : 0 < J) :
    ∃ K ∈ t, J ≤ K := by
  -- the signal vanishes at time π / J
  have hs : (s.map fun J' => 2 * Real.cos (J' / 2 * (Real.pi / J))).prod = 0 := by
    refine Multiset.prod_eq_zero (Multiset.mem_map.2 ⟨J, hJ, ?_⟩)
    have e : J / 2 * (Real.pi / J) = Real.pi / 2 := by field_simp
    rw [e, Real.cos_pi_div_two, mul_zero]
  rw [← signal_eq_prod, h, signal_eq_prod, Multiset.prod_eq_zero_iff] at hs
  obtain ⟨K, hK, hK0⟩ := Multiset.mem_map.1 hs
  refine ⟨K, hK, ?_⟩
  by_contra hlt
  -- a smaller coupling has not yet reached its first zero
  have hpos : 0 < K / 2 * (Real.pi / J) := by
    have := ht K hK
    positivity
  have hup : K / 2 * (Real.pi / J) < Real.pi / 2 := by
    have e : K / 2 * (Real.pi / J) = K * Real.pi / 2 / J := by ring
    rw [e, div_lt_iff₀ hJ0]
    nlinarith [Real.pi_pos, not_le.1 hlt]
  have := Real.cos_pos_of_mem_Ioo ⟨by linarith [Real.pi_pos], hup⟩
  linarith

/-- A doublet splitting of known width `a > 0` can be undone: the split spectrum determines
the spectrum before splitting. -/
theorem unsplit {a : ℝ} (ha : 0 < a) {A B : Multiset ℝ}
    (h : A.map (fun x => x + a / 2) + A.map (fun x => x - a / 2) =
      B.map (fun x => x + a / 2) + B.map (fun x => x - a / 2)) : A = B := by
  have hc : ∀ (C : Multiset ℝ) (x : ℝ),
      (C.map (fun x => x + a / 2) + C.map (fun x => x - a / 2)).count (x + a / 2) =
        C.count x + C.count (x + a) := by
    intro C x
    have h1 := Multiset.count_map_eq_count' (fun y : ℝ => y + a / 2) C
      (fun y z hyz => by simpa using hyz) x
    have h2 := Multiset.count_map_eq_count' (fun y : ℝ => y - a / 2) C
      (fun y z hyz => by simpa using hyz) (x + a)
    have e : x + a - a / 2 = x + a / 2 := by ring
    beta_reduce at h1 h2
    rw [e] at h2
    rw [Multiset.count_add, h1, h2]
  -- equality of intensities descends a ladder of spacing a
  have ladder : ∀ (n : ℕ) (x : ℝ),
      A.count (x + n * a) = B.count (x + n * a) → A.count x = B.count x := by
    intro n
    induction n with
    | zero => intro x hx; simpa using hx
    | succ n ih =>
      intro x hx
      apply ih
      have e : x + ((n + 1 : ℕ) : ℝ) * a = x + n * a + a := by push_cast; ring
      rw [e] at hx
      have h1 := hc A (x + n * a)
      rw [h, hc B] at h1
      omega
  obtain ⟨M, hM⟩ := (A + B).toFinset.bddAbove
  ext x
  obtain ⟨n, hn⟩ := exists_nat_gt ((M - x) / a)
  rw [div_lt_iff₀ ha] at hn
  -- far up the ladder there are no lines
  have hout : x + n * a ∉ A + B := fun hx => by
    have := hM (Finset.mem_coe.2 (Multiset.mem_toFinset.2 hx))
    linarith
  rw [Multiset.mem_add, not_or] at hout
  apply ladder n
  rw [Multiset.count_eq_zero.2 hout.1, Multiset.count_eq_zero.2 hout.2]

/-- Two collections of positive couplings with the same multiplet are equal. -/
theorem multiplet_injective {s t : Multiset ℝ} (hs : ∀ J ∈ s, 0 < J) (ht : ∀ K ∈ t, 0 < K)
    (h : multiplet s = multiplet t) : s = t := by
  induction hn : s.card generalizing s t with
  | zero =>
    obtain rfl := Multiset.card_eq_zero.1 hn
    refine (Multiset.eq_zero_of_forall_notMem fun K hK => ?_).symm
    obtain ⟨J, hJ, _⟩ := exists_coupling_ge hs h.symm hK (ht K hK)
    simp at hJ
  | succ n ih =>
    obtain ⟨J₀, hJ₀⟩ := Multiset.card_pos_iff_exists_mem.1 (by omega : 0 < s.card)
    obtain ⟨J, hJ, hmax⟩ :=
      s.toFinset.exists_max_image id ⟨J₀, Multiset.mem_toFinset.2 hJ₀⟩
    rw [Multiset.mem_toFinset] at hJ
    -- the largest couplings agree
    obtain ⟨K, hK, hJK⟩ := exists_coupling_ge ht h hJ (hs J hJ)
    obtain ⟨J', hJ', hKJ⟩ := exists_coupling_ge hs h.symm hK (ht K hK)
    have hle : J' ≤ J := hmax J' (Multiset.mem_toFinset.2 hJ')
    obtain rfl : J = K := le_antisymm hJK (hKJ.trans hle)
    obtain ⟨s', rfl⟩ := Multiset.exists_cons_of_mem hJ
    obtain ⟨t', rfl⟩ := Multiset.exists_cons_of_mem hK
    -- remove the common coupling and continue
    rw [multiplet_cons, multiplet_cons] at h
    rw [ih (fun x hx => hs x (Multiset.mem_cons_of_mem hx))
      (fun x hx => ht x (Multiset.mem_cons_of_mem hx)) (unsplit (hs J hJ) h)
      (by simpa using hn)]

/-- For positive couplings, two first-order multiplets agree in positions and intensities
exactly when the two lists of couplings agree up to reordering. -/
theorem firstOrderLines_eq_iff {n m : ℕ} {J : Fin n → ℝ} {K : Fin m → ℝ}
    (hJ : ∀ k, 0 < J k) (hK : ∀ k, 0 < K k) :
    firstOrderLines J = firstOrderLines K ↔ (List.ofFn J).Perm (List.ofFn K) := by
  rw [firstOrderLines_eq_multiplet, firstOrderLines_eq_multiplet, ← Multiset.coe_eq_coe]
  refine ⟨fun h => multiplet_injective ?_ ?_ h, fun h => by rw [h]⟩
  · intro x hx
    obtain ⟨k, rfl⟩ := (List.mem_ofFn' J x).1 (Multiset.mem_coe.1 hx)
    exact hJ k
  · intro x hx
    obtain ⟨k, rfl⟩ := (List.mem_ofFn' K x).1 (Multiset.mem_coe.1 hx)
    exact hK k

/-- Positions without intensities do not suffice: the couplings `1, 1, 3` and `1, 2, 2` give
lines at the same positions, but are not reorderings of each other. -/
theorem positions_alone_insufficient :
    (∀ x, x ∈ firstOrderLines ![1, 1, 3] ↔ x ∈ firstOrderLines ![1, 2, 2]) ∧
      ¬ (List.ofFn ![(1 : ℝ), 1, 3]).Perm (List.ofFn ![(1 : ℝ), 2, 2]) := by
  have hl : ∀ a b c : ℝ, List.ofFn ![a, b, c] = [a, b, c] := fun a b c => by
    simp [List.ofFn_succ]
  have h : ∀ a b c : ℝ,
      firstOrderLines ![a, b, c] = multiplet (a ::ₘ b ::ₘ c ::ₘ 0) := fun a b c => by
    rw [firstOrderLines_eq_multiplet, hl]
    rfl
  have h0 : multiplet 0 = {0} := by simp [multiplet]
  constructor
  · intro x
    simp only [h, multiplet_cons, h0, Multiset.map_singleton, Multiset.map_add,
      Multiset.mem_add, Multiset.mem_singleton]
    norm_num
    tauto
  · intro hp
    rw [hl, hl] at hp
    have h3 := (hp.mem_iff (a := (3 : ℝ))).1 (by simp)
    norm_num at h3

end

end MultipletDeterminesCouplings
```

```lean
#print axioms MultipletDeterminesCouplings.firstOrderLines_eq_iff
#print axioms MultipletDeterminesCouplings.positions_alone_insufficient
```

```
'MultipletDeterminesCouplings.firstOrderLines_eq_iff' depends on axioms: [propext, Classical.choice, Quot.sound]
'MultipletDeterminesCouplings.positions_alone_insufficient' depends on axioms: [propext, Classical.choice, Quot.sound]
```

## How the lemmas carry the argument

`multiplet` describes the lines of an unordered collection: `antidiagonal` lists all divisions of the neighbours into up and down. `multiplet_cons` is the doublet splitting. `firstOrderLines_eq_multiplet` identifies the two descriptions by induction on `n`, separating off the first neighbour with `Fin.consEquiv`.

`signal_eq_prod` proves the product formula by induction, using the cosine addition formulas; there `t` is time, whereas in the later lemmas it is a collection of couplings. `exists_coupling_ge` evaluates the signal at \(\pi/J\) and excludes a smaller \(K\) by contradiction.

In `unsplit`, `hc` is the counting identity and `ladder` the descent, with `omega` cancelling equal counts. An upper bound `M` on all lines supplies the empty rung.

`multiplet_injective` is an induction on the number of couplings: it matches the largest ones, removes them with `unsplit` and applies the induction hypothesis. `firstOrderLines_eq_iff` carries the result over to lists. `positions_alone_insufficient` expands both multiplets of the example to compare positions, then notes that 3 occurs in only one list.
